# Every real antisymmetric 4×4 matrix is uniquely the sum of a self-dual and an anti-self-dual part, which commute and have scalar squares

Let four real orthonormal orbitals be numbered 0, 1, 2, 3. A generator of rotations among them is a real 4×4 matrix $K$ with $K^T=-K$, and the rotation itself is $\exp K$. Two kinds of generator are singled out by how they treat complementary pairs of orbitals. An antisymmetric matrix $A$ is called self-dual if

$$A_{01}=A_{23},\qquad A_{02}=-A_{13},\qquad A_{03}=A_{12},$$

and an antisymmetric matrix $B$ is called anti-self-dual if

$$B_{01}=-B_{23},\qquad B_{02}=B_{13},\qquad B_{03}=-B_{12}.$$

Which class gets which name depends on the order of the orbitals: exchanging two of them exchanges the classes. The identity matrix is written $\mathbf 1$.

```lean
import Mathlib

open Matrix

namespace FourOrbitalRotations

noncomputable section
```

The type `Mat4` holds real matrices with rows and columns indexed by `Fin 4`, that is, by 0 to 3.

```lean
/-- Real 4 by 4 matrices, acting on the space of four real orbitals. -/
abbrev Mat4 := Matrix (Fin 4) (Fin 4) ℝ
```

The two classes are predicates on such matrices. In each, the field `skew` is antisymmetry and `e1`, `e2`, `e3` are the three relations above.

```lean
/-- An antisymmetric generator with `A 0 1 = A 2 3`, `A 0 2 = -A 1 3` and `A 0 3 = A 1 2`. -/
structure IsSelfDual (A : Mat4) : Prop where
  skew : Aᵀ = -A
  e1 : A 0 1 = A 2 3
  e2 : A 0 2 = -A 1 3
  e3 : A 0 3 = A 1 2

/-- An antisymmetric generator with `B 0 1 = -B 2 3`, `B 0 2 = B 1 3` and `B 0 3 = -B 1 2`. -/
structure IsAntiSelfDual (B : Mat4) : Prop where
  skew : Bᵀ = -B
  e1 : B 0 1 = -B 2 3
  e2 : B 0 2 = B 1 3
  e3 : B 0 3 = -B 1 2
```

Two explicit matrices, each with three real parameters, serve for calculation:

$$A=\begin{pmatrix}0&a&b&c\\-a&0&c&-b\\-b&-c&0&a\\-c&b&-a&0\end{pmatrix},\qquad
B=\begin{pmatrix}0&x&y&z\\-x&0&-z&y\\-y&z&0&-x\\-z&-y&x&0\end{pmatrix}.$$

In Lean they are `selfDual a b c` and `antiSelfDual x y z`; the parameters of the latter are named `a b c` in its definition.

```lean
/-- The self-dual generator with first row `(0, a, b, c)`. -/
def selfDual (a b c : ℝ) : Mat4 :=
  !![0, a, b, c; -a, 0, c, -b; -b, -c, 0, a; -c, b, -a, 0]

/-- The anti-self-dual generator with first row `(0, a, b, c)`. -/
def antiSelfDual (a b c : ℝ) : Mat4 :=
  !![0, a, b, c; -a, 0, -c, b; -b, c, 0, -a; -c, -b, a, 0]
```

## The entry relations leave three free parameters

An antisymmetric 4×4 matrix has six independent entries, one for each pair of orbitals. The relations tie the mixing of one pair to the mixing of the complementary pair: a self-dual generator that mixes orbitals 0 and 1 mixes 2 and 3 with equal strength. Three numbers remain, and they can be read from the first row.

By hand, antisymmetry gives $A_{ii}=-A_{ii}$, so the diagonal vanishes. It also fixes the entries below the diagonal, and the relations supply $A_{23}$, $A_{13}$ and $A_{12}$. The result is the explicit matrix with $a=A_{01}$, $b=A_{02}$, $c=A_{03}$. The same argument works for $B$.

The proofs follow this course. The auxiliary statement `h` is antisymmetry entry by entry, `fin_cases` lists the sixteen entries, `simp` inserts the explicit matrix, and `linarith` settles what remains from `h` and the three relations.

```lean
/-- A self-dual generator is fixed by its first row. -/
theorem IsSelfDual.eq_selfDual {A : Mat4} (hA : IsSelfDual A) :
    A = selfDual (A 0 1) (A 0 2) (A 0 3) := by
  have h : ∀ i j, A j i = -A i j := fun i j => congrFun (congrFun hA.skew i) j
  ext i j
  fin_cases i <;> fin_cases j <;> simp [selfDual] <;>
    linarith [h 0 0, h 1 1, h 2 2, h 3 3, h 0 1, h 0 2, h 0 3, h 1 2, h 1 3, h 2 3,
      hA.e1, hA.e2, hA.e3]

/-- An anti-self-dual generator is fixed by its first row. -/
theorem IsAntiSelfDual.eq_antiSelfDual {B : Mat4} (hB : IsAntiSelfDual B) :
    B = antiSelfDual (B 0 1) (B 0 2) (B 0 3) := by
  have h : ∀ i j, B j i = -B i j := fun i j => congrFun (congrFun hB.skew i) j
  ext i j
  fin_cases i <;> fin_cases j <;> simp [antiSelfDual] <;>
    linarith [h 0 0, h 1 1, h 2 2, h 3 3, h 0 1, h 0 2, h 0 3, h 1 2, h 1 3, h 2 3,
      hB.e1, hB.e2, hB.e3]
```

If `skew` were removed from both classes, the relations would say nothing about the diagonal. A diagonal matrix could then be added to $A$ and subtracted from $B$ without changing the sum, and the splitting below would not be unique.

## Antisymmetry of K makes the splitting possible

The condition $K^T=-K$ says that $\exp(tK)$ is orthogonal for every real $t$, so that the orbitals stay orthonormal along the whole path. The derivation uses it to reduce $K=A+B$ to the six entries above the diagonal:

$$\begin{aligned}
K_{01}&=a+x, & K_{23}&=a-x,\\
K_{02}&=b+y, & K_{13}&=-b+y,\\
K_{03}&=c+z, & K_{12}&=c-z.
\end{aligned}$$

Each line is a pair of equations in two unknowns, with exactly one solution:

$$\begin{aligned}
a&=\tfrac12(K_{01}+K_{23}), & x&=\tfrac12(K_{01}-K_{23}),\\
b&=\tfrac12(K_{02}-K_{13}), & y&=\tfrac12(K_{02}+K_{13}),\\
c&=\tfrac12(K_{03}+K_{12}), & z&=\tfrac12(K_{03}-K_{12}).
\end{aligned}$$

In `existsUnique_splitting`, the hypothesis `hK` is antisymmetry, and `∃!` ranges over pairs `p` of matrices. The theorem says that exactly one pair has a self-dual first member, an anti-self-dual second member and the sum $K$.

The proof supplies the half-sums and half-differences, then checks the class conditions and the sum. Antisymmetry of $K$ enters in the check of the sum, where it accounts for the diagonal and the lower triangle. For uniqueness, any other pair is replaced by explicit matrices through `eq_selfDual` and `eq_antiSelfDual`, and `linarith` recovers their parameters from the sum.

```lean
/-- Every antisymmetric generator of rotations among four orbitals is, in exactly one way,
the sum of a self-dual and an anti-self-dual generator. -/
theorem existsUnique_splitting (K : Mat4) (hK : Kᵀ = -K) :
    ∃! p : Mat4 × Mat4, IsSelfDual p.1 ∧ IsAntiSelfDual p.2 ∧ K = p.1 + p.2 := by
  have h : ∀ i j, K j i = -K i j := fun i j => congrFun (congrFun hK i) j
  -- the parts are half-sums and half-differences of complementary entries
  refine ⟨(selfDual ((K 0 1 + K 2 3) / 2) ((K 0 2 - K 1 3) / 2) ((K 0 3 + K 1 2) / 2),
    antiSelfDual ((K 0 1 - K 2 3) / 2) ((K 0 2 + K 1 3) / 2) ((K 0 3 - K 1 2) / 2)),
    ⟨⟨?_, ?_, ?_, ?_⟩, ⟨?_, ?_, ?_, ?_⟩, ?_⟩, ?_⟩
  · ext i j
    fin_cases i <;> fin_cases j <;> simp [selfDual]
  · simp [selfDual]
  · simp [selfDual]
  · simp [selfDual]
  · ext i j
    fin_cases i <;> fin_cases j <;> simp [antiSelfDual]
  · simp [antiSelfDual]
  · simp [antiSelfDual]
  · simp [antiSelfDual]
  · ext i j
    fin_cases i <;> fin_cases j <;> simp [selfDual, antiSelfDual] <;>
      linarith [h 0 0, h 1 1, h 2 2, h 3 3, h 0 1, h 0 2, h 0 3, h 1 2, h 1 3, h 2 3]
  · -- uniqueness: the first rows of both parts can be read off from `K`
    rintro ⟨A, B⟩ ⟨hA, hB, hS⟩
    change IsSelfDual A at hA
    change IsAntiSelfDual B at hB
    change K = A + B at hS
    subst hS
    refine Prod.ext (hA.eq_selfDual.trans ?_) (hB.eq_antiSelfDual.trans ?_)
    · congr 1 <;> simp only [Matrix.add_apply] <;>
        linarith [hA.e1, hA.e2, hA.e3, hB.e1, hB.e2, hB.e3]
    · congr 1 <;> simp only [Matrix.add_apply] <;>
        linarith [hA.e1, hA.e2, hA.e3, hB.e1, hB.e2, hB.e3]
```

Without antisymmetry there is no splitting at all, because a sum of two antisymmetric matrices is antisymmetric.

## Generators from different classes commute

Physically, commutation means that the two partial rotations can be carried out in either order. Multiplying the explicit matrices gives

$$AB=\begin{pmatrix}
-ax-by-cz & bz-cy & cx-az & ay-bx\\
bz-cy & -ax+by+cz & -ay-bx & -az-cx\\
cx-az & -ay-bx & ax-by+cz & -bz-cy\\
ay-bx & -az-cx & -bz-cy & ax+by-cz
\end{pmatrix}.$$

This matrix is symmetric. Hence $AB=(AB)^T=B^TA^T=(-B)(-A)=BA$.

The Lean proof takes a more direct route: its statement `key` compares $AB$ with $BA$ entry by entry, with `ring` for the algebra. Class membership is used in the last line, which turns the explicit matrices back into `A` and `B`.

```lean
/-- Every self-dual generator commutes with every anti-self-dual one. -/
theorem IsSelfDual.mul_comm_antiSelfDual {A B : Mat4} (hA : IsSelfDual A)
    (hB : IsAntiSelfDual B) : A * B = B * A := by
  have key : ∀ a b c x y z : ℝ,
      selfDual a b c * antiSelfDual x y z = antiSelfDual x y z * selfDual a b c := by
    intro a b c x y z
    ext i j
    fin_cases i <;> fin_cases j <;>
      simp [selfDual, antiSelfDual, Matrix.mul_apply, Fin.sum_univ_four] <;> ring
  have h := key (A 0 1) (A 0 2) (A 0 3) (B 0 1) (B 0 2) (B 0 3)
  rwa [← hA.eq_selfDual, ← hB.eq_antiSelfDual] at h
```

Two generators from the same class need not commute. For `selfDual 1 0 0` and `selfDual 0 1 0`, the entry in row 0 and column 3 of the product is $-1$ in this order and $+1$ in the other. The theorems do not compute commutators within a class, which the Lie algebra isomorphism $\mathfrak{so}(4)\cong\mathfrak{so}(3)\oplus\mathfrak{so}(3)$ would also require.

## Membership in a class makes the square scalar

The rows of the explicit $A$ are mutually orthogonal; for rows 0 and 1, for example, the product is $bc-cb=0$. Each row has squared length $a^2+b^2+c^2$. Therefore $AA^T=(a^2+b^2+c^2)\mathbf 1$, and since $A^T=-A$,

$$A^2=-(a^2+b^2+c^2)\,\mathbf 1 .$$

The rows of $B$ have the same property, so $B^2=-(x^2+y^2+z^2)\mathbf 1$. The two theorems state this with the first-row entries, and their proofs multiply out all sixteen entries.

```lean
/-- The square of a self-dual generator is minus the squared length of its first row,
times the identity. -/
theorem IsSelfDual.mul_self {A : Mat4} (hA : IsSelfDual A) :
    A * A = (-(A 0 1 ^ 2 + A 0 2 ^ 2 + A 0 3 ^ 2)) • (1 : Mat4) := by
  have key : ∀ a b c : ℝ,
      selfDual a b c * selfDual a b c = (-(a ^ 2 + b ^ 2 + c ^ 2)) • (1 : Mat4) := by
    intro a b c
    ext i j
    fin_cases i <;> fin_cases j <;>
      simp [selfDual, Matrix.mul_apply, Fin.sum_univ_four] <;> ring
  have h := key (A 0 1) (A 0 2) (A 0 3)
  rwa [← hA.eq_selfDual] at h

/-- The square of an anti-self-dual generator is minus the squared length of its first row,
times the identity. -/
theorem IsAntiSelfDual.mul_self {B : Mat4} (hB : IsAntiSelfDual B) :
    B * B = (-(B 0 1 ^ 2 + B 0 2 ^ 2 + B 0 3 ^ 2)) • (1 : Mat4) := by
  have key : ∀ a b c : ℝ,
      antiSelfDual a b c * antiSelfDual a b c = (-(a ^ 2 + b ^ 2 + c ^ 2)) • (1 : Mat4) := by
    intro a b c
    ext i j
    fin_cases i <;> fin_cases j <;>
      simp [antiSelfDual, Matrix.mul_apply, Fin.sum_univ_four] <;> ring
  have h := key (B 0 1) (B 0 2) (B 0 3)
  rwa [← hB.eq_antiSelfDual] at h
```

A general antisymmetric matrix lacks this property. The generator $G$ with $G_{01}=1$, $G_{10}=-1$ and all other entries zero has $G^2=\mathrm{diag}(-1,-1,0,0)$.

## The condition J² = −1 closes the exponential series

A matrix with $J^2=-\mathbf 1$ behaves like the imaginary unit, and $\theta$ acts as a phase angle. To find $\exp(\theta J)$, set

$$F(t)=(\cos t\,\mathbf 1-\sin t\,J)\exp(tJ).$$

Its derivative is

$$F'(t)=\bigl(-\sin t\,\mathbf 1-\cos t\,J+\cos t\,J-\sin t\,J^2\bigr)\exp(tJ)=0,$$

where the last step uses $J^2=-\mathbf 1$. Since $F(0)=\mathbf 1$, it follows that $F(\theta)=\mathbf 1$. The condition is used once more in

$$(\cos\theta\,\mathbf 1+\sin\theta\,J)(\cos\theta\,\mathbf 1-\sin\theta\,J)=(\cos^2\theta+\sin^2\theta)\mathbf 1=\mathbf 1 .$$

Multiplying $F(\theta)=\mathbf 1$ from the left by the first factor gives $\exp(\theta J)=\cos\theta\,\mathbf 1+\sin\theta\,J$.

In the Lean proof, `hz` is the cancellation in the derivative, `h0` the value at zero, `hconst` the constancy of $F$ and `hinv` the product of the two factors. The final `calc` joins them. A matrix norm is chosen inside `hconst`, because the library lemmas on derivatives used there ask for one; the statement does not depend on that choice. The theorem assumes only `J * J = -1`, and not antisymmetry.

```lean
/-- For a real 4 by 4 matrix `J` with `J² = -1`, the exponential of `θ J` is `cos θ + sin θ J`,
where `cos θ` stands for that multiple of the identity. -/
theorem exp_smul_of_mul_self {J : Mat4} (hJ : J * J = -1) (θ : ℝ) :
    NormedSpace.exp (θ • J) = Real.cos θ • (1 : Mat4) + Real.sin θ • J := by
  have hz : ∀ (t : ℝ) (E : Mat4), ((-Real.sin t) • (1 : Mat4) - Real.cos t • J) * E
      + (Real.cos t • (1 : Mat4) - Real.sin t • J) * (J * E) = 0 := by
    intro t E
    have h : ((-Real.sin t) • (1 : Mat4) - Real.cos t • J)
        + (Real.cos t • (1 : Mat4) - Real.sin t • J) * J = 0 := by
      rw [sub_mul, smul_mul_assoc, smul_mul_assoc, one_mul, hJ]
      module
    rw [← mul_assoc, ← add_mul, h, zero_mul]
  have h0 : (Real.cos 0 • (1 : Mat4) - Real.sin 0 • J) * NormedSpace.exp ((0 : ℝ) • J) = 1 := by
    simp [NormedSpace.exp_zero]
  -- this product does not depend on the angle, so it keeps its value at zero
  have hconst : (Real.cos θ • (1 : Mat4) - Real.sin θ • J) * NormedSpace.exp (θ • J) = 1 := by
    let _ : NormedRing Mat4 := Matrix.linftyOpNormedRing
    let _ : NormedAlgebra ℝ Mat4 := Matrix.linftyOpNormedAlgebra
    have hd : ∀ t : ℝ, HasDerivAt (fun u : ℝ =>
        (Real.cos u • (1 : Mat4) - Real.sin u • J) * NormedSpace.exp (u • J)) 0 t := fun t =>
      ((((Real.hasDerivAt_cos t).smul_const (1 : Mat4)).fun_sub
        ((Real.hasDerivAt_sin t).smul_const J)).fun_mul
        (hasDerivAt_exp_smul_const' J t)).congr_deriv (hz t _)
    exact (is_const_of_deriv_eq_zero (fun t => (hd t).differentiableAt)
      (fun t => (hd t).deriv) θ 0).trans h0
  have hinv : (Real.cos θ • (1 : Mat4) + Real.sin θ • J)
      * (Real.cos θ • (1 : Mat4) - Real.sin θ • J) = 1 := by
    have h : (Real.cos θ • (1 : Mat4) + Real.sin θ • J)
        * (Real.cos θ • (1 : Mat4) - Real.sin θ • J)
        = (Real.cos θ ^ 2 + Real.sin θ ^ 2) • (1 : Mat4) := by
      simp only [add_mul, mul_sub, smul_mul_assoc, mul_smul_comm, one_mul, mul_one, hJ]
      module
    rw [h, Real.cos_sq_add_sin_sq, one_smul]
  calc NormedSpace.exp (θ • J)
      = ((Real.cos θ • (1 : Mat4) + Real.sin θ • J)
          * (Real.cos θ • (1 : Mat4) - Real.sin θ • J)) * NormedSpace.exp (θ • J) := by
        rw [hinv, one_mul]
    _ = Real.cos θ • (1 : Mat4) + Real.sin θ • J := by
        rw [mul_assoc, hconst, mul_one]
```

The generator $G$ above shows what goes wrong otherwise. Its exponential $\exp(\theta G)$ leaves orbitals 2 and 3 alone, whereas $\cos\theta\,\mathbf 1+\sin\theta\,G$ would multiply them by $\cos\theta$.

## Unit first rows turn the coefficients into angles

Let $I$ be self-dual and $J$ anti-self-dual, each with a first row of unit length. Then $I^2=J^2=-\mathbf 1$, and $\exp(\alpha I)$ turns every vector in the orbital space through the angle $\alpha$, up to the usual periodicity and sense of rotation. Because $I$ and $J$ commute, the exponential of the sum factorises:

$$\exp(\alpha I+\beta J)=\exp(\alpha I)\exp(\beta J)=(\cos\alpha\,\mathbf 1+\sin\alpha\,I)(\cos\beta\,\mathbf 1+\sin\beta\,J).$$

In `exp_rotation`, the normalisations are `nI` and `nJ`. The proof uses them to obtain `sI` and `sJ`, the two squares, while `hc` records commutation and justifies the factorisation.

```lean
/-- For a self-dual `I` and an anti-self-dual `J` with first rows of unit length, the orbital
rotation generated by `α I + β J` is `(cos α + sin α I) (cos β + sin β J)`. -/
theorem exp_rotation {I J : Mat4} (hI : IsSelfDual I) (hJ : IsAntiSelfDual J)
    (nI : I 0 1 ^ 2 + I 0 2 ^ 2 + I 0 3 ^ 2 = 1)
    (nJ : J 0 1 ^ 2 + J 0 2 ^ 2 + J 0 3 ^ 2 = 1) (α β : ℝ) :
    NormedSpace.exp (α • I + β • J) =
      (Real.cos α • (1 : Mat4) + Real.sin α • I) *
        (Real.cos β • (1 : Mat4) + Real.sin β • J) := by
  have hc : Commute I J := hI.mul_comm_antiSelfDual hJ
  have sI : I * I = -1 := by rw [hI.mul_self, nI, neg_smul, one_smul]
  have sJ : J * J = -1 := by rw [hJ.mul_self, nJ, neg_smul, one_smul]
  rw [Matrix.exp_add_of_commute _ _ ((hc.smul_left α).smul_right β),
    exp_smul_of_mul_self sI, exp_smul_of_mul_self sJ]
```

If the first row of $I$ has length $r>0$ instead, then $I^2=-r^2\mathbf 1$ and the first factor becomes $\cos(\alpha r)\mathbf 1+\frac{\sin(\alpha r)}{r}I$. For a given $K=A+B$ one therefore divides each nonzero part by the length of its first row and uses that length as the angle; a part that vanishes gets the angle zero.

In self-consistent-field calculations with real orbitals, this gives an orbital rotation confined to four orbitals in closed form, without diagonalising its generator. The theorems do not involve an energy, a division into occupied and virtual orbitals, complex orbitals or larger orbital spaces.

## Rotating only two orbitals

A rotation that mixes orbitals 0 and 1 alone is generated by $\theta G$. The splitting formulas give $a=x=\theta/2$ and zero for the other parameters. With $I$ = `selfDual 1 0 0` and $J$ = `antiSelfDual 1 0 0`,

$$\exp(\theta G)=\bigl(\cos\tfrac\theta2\,\mathbf 1+\sin\tfrac\theta2\,I\bigr)\bigl(\cos\tfrac\theta2\,\mathbf 1+\sin\tfrac\theta2\,J\bigr).$$

Here $I+J=2G$ and $IJ=\mathrm{diag}(-1,-1,1,1)$. On orbitals 0 and 1 the product is the 2×2 rotation with diagonal entries $\cos^2\frac\theta2-\sin^2\frac\theta2=\cos\theta$ and off-diagonal entries $\pm2\sin\frac\theta2\cos\frac\theta2=\pm\sin\theta$. On orbitals 2 and 3 it is $\cos^2\frac\theta2+\sin^2\frac\theta2=1$. The two half-angle rotations add up on the first pair and cancel on the second.

The last theorem confirms that these two matrices belong to their classes and square to $-\mathbf 1$, so the assumptions of `exp_rotation` are met by actual generators.

```lean
/-- The matrix `selfDual 1 0 0` is a self-dual generator, `antiSelfDual 1 0 0` is an anti-self-dual
one, and both square to `-1`. -/
theorem unit_generators_witness :
    IsSelfDual (selfDual 1 0 0) ∧ IsAntiSelfDual (antiSelfDual 1 0 0) ∧
      selfDual 1 0 0 * selfDual 1 0 0 = -1 ∧
      antiSelfDual 1 0 0 * antiSelfDual 1 0 0 = -1 := by
  have hA : IsSelfDual (selfDual 1 0 0) := by
    refine ⟨?_, by simp [selfDual], by simp [selfDual], by simp [selfDual]⟩
    ext i j
    fin_cases i <;> fin_cases j <;> simp [selfDual]
  have hB : IsAntiSelfDual (antiSelfDual 1 0 0) := by
    refine ⟨?_, by simp [antiSelfDual], by simp [antiSelfDual], by simp [antiSelfDual]⟩
    ext i j
    fin_cases i <;> fin_cases j <;> simp [antiSelfDual]
  refine ⟨hA, hB, ?_, ?_⟩
  · rw [hA.mul_self]
    simp [selfDual]
  · rw [hB.mul_self]
    simp [antiSelfDual]

end

end FourOrbitalRotations
```

```lean
#print axioms FourOrbitalRotations.existsUnique_splitting
-- 'FourOrbitalRotations.existsUnique_splitting' depends on axioms: [propext, Classical.choice, Quot.sound]
#print axioms FourOrbitalRotations.IsSelfDual.mul_comm_antiSelfDual
-- 'FourOrbitalRotations.IsSelfDual.mul_comm_antiSelfDual' depends on axioms: [propext, Classical.choice, Quot.sound]
#print axioms FourOrbitalRotations.exp_rotation
-- 'FourOrbitalRotations.exp_rotation' depends on axioms: [propext, Classical.choice, Quot.sound]
```
